# The second virial coefficient of a hard-core square well vanishes at exactly one positive temperature

## One root found, others possibly missed

A root finder applied to a second virial coefficient returns a temperature at which the coefficient vanishes. That number alone does not say whether there is another such temperature, or on which side of the root the gas, at low density, is harder to compress than an ideal gas. For the square well with a hard core, both questions have an exact answer.

Let $\rho$ be the number density, $p$ the pressure and $\beta = 1/(k_B T)$ the inverse temperature. At low density a classical gas with short-range forces obeys

$$\beta p = \rho + B_2(\beta)\,\rho^2 + \dots$$

A temperature with $B_2 = 0$ is called a Boyle temperature: there the leading correction to the ideal gas law is absent, although higher ones may remain. For a pair energy $u(r)$ that depends only on the distance $r$,

$$B_2(\beta) = -2\pi\int_0^\infty \left(e^{-\beta u(r)} - 1\right) r^2\,dr .$$

The bracket is the Mayer function. The square well has a core of diameter $s$, a depth $e$ and a range ratio $q$:

$$u(r) = \begin{cases} \infty & r < s,\\ -e & s \le r < qs,\\ 0 & r \ge qs.\end{cases}$$

The conditions $s > 0$, $e > 0$ and $q > 1$ say that the particles have a size, that they attract each other outside the core, and that the attraction acts over a shell of nonzero width.

## The closed form and its zero

The claims are

$$B_2(\beta) = \frac{2\pi s^3}{3}\Bigl(1 - (q^3-1)(e^{\beta e}-1)\Bigr), \qquad \beta_B = \frac1e \log\frac{q^3}{q^3-1},$$

where $\beta_B$ is the only positive zero of $B_2$. In exponentials such as $e^{\beta e}$, the base is Euler's number and the $e$ in the exponent is the well depth.

Write $x = e^{\beta e}$. The Mayer function is $-1$ in the core, $x - 1$ in the well and $0$ beyond. Let $\chi_a(r)$ be $1$ for $r < a$ and $0$ otherwise. Then for every $r$

$$\left(e^{-\beta u(r)} - 1\right) r^2 = (x-1)\,r^2\chi_{qs}(r) - x\,r^2\chi_s(r),$$

because in the core the right side is $(x - 1 - x)r^2 = -r^2$, in the well only the first term survives, and beyond the well both vanish. Since $\int_0^\infty r^2\chi_a\,dr = a^3/3$,

$$B_2 = -\frac{2\pi s^3}{3}\bigl((x-1)q^3 - x\bigr) = \frac{2\pi s^3}{3}\bigl(1 - (q^3-1)(x-1)\bigr).$$

The last bracket equals $q^3 - (q^3-1)x$. With $x_B = q^3/(q^3-1) = e^{\beta_B e}$ this gives

$$B_2 = \frac{2\pi s^3}{3}(q^3-1)\left(e^{\beta_B e} - e^{\beta e}\right).$$

The prefactor is positive and the exponential is strictly increasing in $\beta$. Hence $B_2 > 0$ exactly when $\beta < \beta_B$, and $B_2 < 0$ exactly when $\beta > \beta_B$. The only zero is $\beta_B$, which is positive because $x_B > 1$.

## Bounds on the Boyle thermal energy

Put $y = q^3 > 1$. The inequality $\log t < t - 1$, valid for positive $t \ne 1$, gives at $t = y/(y-1)$ and at $t = (y-1)/y$

$$\log\frac{y}{y-1} < \frac1{y-1}, \qquad -\log\frac{y}{y-1} < -\frac1y .$$

Thus the logarithm lies strictly between $1/y$ and $1/(y-1)$. As $1/\beta_B$ is $e$ divided by this logarithm,

$$e(q^3-1) < k_B T_B < e\,q^3, \qquad k_B T_B = \frac{1}{\beta_B}.$$

The window has width $e$ whatever the range of the well.

## A well of range ratio 3/2

For $q = 3/2$ we have $q^3 = 27/8$ and $q^3 - 1 = 19/8$, so $\beta_B e = \log(27/19) \approx 0.3514$ and $k_B T_B \approx 2.846\,e$. The bounds are $2.375\,e$ and $3.375\,e$.

At the lower temperature where $e^{\beta e} = 2$, the closed form gives $1 - 19/8 = -1.375$ times the hard-sphere value $2\pi s^3/3$. At the higher temperature where $e^{\beta e} = 1.2$, it gives $1 - 0.475 = 0.525$ times that value. The signs are as predicted.

For this classical pair potential, the closed form provides a reference value for a quadrature routine or a low-density simulation.

## How the Lean statements express the physics

Pair energies have type `WithTop ℝ`, the real numbers with an added top element `⊤`, so the core energy is infinite and not merely large. `boltzmann` assigns the factor $0$ to `⊤` and the usual exponential to a real energy. `mayer` subtracts one, and `secondVirial` is the integral above for an arbitrary radial potential. Lean gives a non-integrable function the integral zero, so `squareWell_integrable` is needed to show that the coefficient is a true integral here.

`secondVirial_squareWell` is the closed form. It needs only `0 < s` and `1 < q`, and holds for all real `β` and `e`. The physical case is `β > 0`; for other `β` the factor $0$ at infinite energy is only a convention of the definition. `boyle_unique` adds `0 < e` and states an equality of sets: the positive `β` at which the coefficient vanishes form the set whose single element is $\beta_B$. `secondVirial_sign` gives the two sign equivalences, and `boyle_energy_bounds` the window for $1/\beta_B$, which the file writes as `1 / boyleBeta e q`.

The integral formula for $B_2$ is taken as a definition and is not derived from a partition function. Quantum corrections, many-body forces and higher virial coefficients are not treated.

## A finite core would change the answer

The core could also be modelled by a real energy $U > 0$, with a potential of type `ℝ → ℝ`. The core would then contribute $1 - e^{-\beta U}$ in place of $1$:

$$B_2(\beta) = \frac{2\pi s^3}{3}\Bigl((1 - e^{-\beta U}) - (q^3-1)(e^{\beta e}-1)\Bigr).$$

The logarithmic formula for the zero would be lost, and so might the zero itself. The bracket is strictly concave in $\beta$ and vanishes at $\beta = 0$ with slope $U - (q^3-1)e$, so a positive zero exists only if $U > (q^3-1)e$. This variant is an informal comparison and is not formalised below.

## The complete Lean file

```lean
import Mathlib

open MeasureTheory Set
open scoped Real

namespace SquareWellBoyle

noncomputable section

/-- The Boltzmann factor of a pair energy `v` at inverse temperature `β`; an infinite energy
has Boltzmann factor zero. -/
def boltzmann (β : ℝ) (v : WithTop ℝ) : ℝ :=
  if v = ⊤ then 0 else Real.exp (-β * v.untopD 0)

/-- The Mayer function: the Boltzmann factor minus one. -/
def mayer (β : ℝ) (v : WithTop ℝ) : ℝ := boltzmann β v - 1

/-- The second virial coefficient of a radial pair potential `u` at inverse temperature `β`. -/
def secondVirial (β : ℝ) (u : ℝ → WithTop ℝ) : ℝ :=
  -2 * π * ∫ r in Ioi (0 : ℝ), mayer β (u r) * r ^ 2

/-- The square-well potential: infinite below `s`, equal to `-e` on `[s, q s)`, zero beyond. -/
def squareWell (s e q r : ℝ) : WithTop ℝ :=
  if r < s then ⊤ else if r < q * s then ((-e : ℝ) : WithTop ℝ) else ((0 : ℝ) : WithTop ℝ)

/-- The Boyle inverse temperature of a square well of depth `e` and range ratio `q`. -/
def boyleBeta (e q : ℝ) : ℝ := Real.log (q ^ 3 / (q ^ 3 - 1)) / e

lemma mayer_top (β : ℝ) : mayer β ⊤ = -1 := by
  simp [mayer, boltzmann]

lemma mayer_coe (β x : ℝ) : mayer β (x : WithTop ℝ) = Real.exp (-β * x) - 1 := by
  simp [mayer, boltzmann]

/-- The function `r²` cut off at radius `a` is integrable over `r > 0`, with integral `a³/3`. -/
lemma cutoff_integral {a : ℝ} (ha : 0 < a) :
    IntegrableOn ((Iio a).indicator (fun r : ℝ => r ^ 2)) (Ioi 0) ∧
      ∫ r in Ioi (0 : ℝ), (Iio a).indicator (fun r : ℝ => r ^ 2) r = a ^ 3 / 3 := by
  constructor
  · rw [IntegrableOn, integrable_indicator_iff measurableSet_Iio, IntegrableOn,
      Measure.restrict_restrict measurableSet_Iio]
    have h : IntegrableOn (fun r : ℝ => r ^ 2) (Icc 0 a) :=
      (continuous_pow 2).continuousOn.integrableOn_Icc
    exact h.mono_set (fun r hr => ⟨le_of_lt hr.2, le_of_lt hr.1⟩)
  · rw [setIntegral_indicator measurableSet_Iio, Ioi_inter_Iio,
      ← integral_Ioc_eq_integral_Ioo, ← intervalIntegral.integral_of_le ha.le, integral_pow]
    norm_num

/-- The weighted Mayer function of the square well is a combination of `r²` cut off at the
outer edge of the well and `r²` cut off at the hard core. -/
lemma mayer_squareWell (β e : ℝ) {s q : ℝ} (hs : 0 < s) (hq : 1 < q) (r : ℝ) :
    mayer β (squareWell s e q r) * r ^ 2 =
      (Real.exp (β * e) - 1) * (Iio (q * s)).indicator (fun r : ℝ => r ^ 2) r
        - Real.exp (β * e) * (Iio s).indicator (fun r : ℝ => r ^ 2) r := by
  have hsq : s < q * s := by nlinarith
  by_cases h1 : r < s
  · have h2 : r < q * s := h1.trans hsq
    rw [squareWell, if_pos h1, mayer_top, indicator_of_mem (show r ∈ Iio (q * s) from h2),
      indicator_of_mem (show r ∈ Iio s from h1)]
    ring
  · by_cases h2 : r < q * s
    · rw [squareWell, if_neg h1, if_pos h2, mayer_coe, neg_mul_neg,
        indicator_of_mem (show r ∈ Iio (q * s) from h2),
        indicator_of_notMem (show r ∉ Iio s from h1)]
      ring
    · rw [squareWell, if_neg h1, if_neg h2, mayer_coe, mul_zero, Real.exp_zero,
        indicator_of_notMem (show r ∉ Iio (q * s) from h2),
        indicator_of_notMem (show r ∉ Iio s from h1)]
      ring

/-- The integral defining the second virial coefficient of the square well converges. -/
theorem squareWell_integrable (β e : ℝ) {s q : ℝ} (hs : 0 < s) (hq : 1 < q) :
    IntegrableOn (fun r => mayer β (squareWell s e q r) * r ^ 2) (Ioi 0) := by
  have hqs : 0 < q * s := mul_pos (by linarith) hs
  simp only [mayer_squareWell β e hs hq]
  exact ((cutoff_integral hqs).1.const_mul _).sub ((cutoff_integral hs).1.const_mul _)

/-- The second virial coefficient of the square well in closed form. -/
theorem secondVirial_squareWell (β e : ℝ) {s q : ℝ} (hs : 0 < s) (hq : 1 < q) :
    secondVirial β (squareWell s e q) =
      2 * π * s ^ 3 / 3 * (1 - (q ^ 3 - 1) * (Real.exp (β * e) - 1)) := by
  have hqs : 0 < q * s := mul_pos (by linarith) hs
  simp only [secondVirial, mayer_squareWell β e hs hq]
  rw [integral_sub ((cutoff_integral hqs).1.const_mul _) ((cutoff_integral hs).1.const_mul _),
    integral_const_mul, integral_const_mul, (cutoff_integral hqs).2, (cutoff_integral hs).2]
  ring

/-- The second virial coefficient is a constant times the difference between the Boltzmann
factors of the well at the Boyle inverse temperature and at `β`. -/
theorem secondVirial_factored (β : ℝ) {s e q : ℝ} (hs : 0 < s) (he : 0 < e) (hq : 1 < q) :
    secondVirial β (squareWell s e q) = 2 * π * s ^ 3 / 3 * (q ^ 3 - 1) *
      (Real.exp (boyleBeta e q * e) - Real.exp (β * e)) := by
  have hx : 1 < q ^ 3 := one_lt_pow₀ hq (by norm_num)
  have hd : 0 < q ^ 3 - 1 := by linarith
  have hE : Real.exp (boyleBeta e q * e) = q ^ 3 / (q ^ 3 - 1) := by
    rw [boyleBeta, div_mul_cancel₀ _ he.ne', Real.exp_log (div_pos (by linarith) hd)]
  have h : q ^ 3 / (q ^ 3 - 1) * (q ^ 3 - 1) = q ^ 3 := div_mul_cancel₀ _ hd.ne'
  rw [secondVirial_squareWell β e hs hq, hE]
  linear_combination (-(2 * π * s ^ 3 / 3)) * h

/-- The second virial coefficient is positive exactly when `β` is below the Boyle inverse
temperature, and negative exactly when `β` is above it. -/
theorem secondVirial_sign (β : ℝ) {s e q : ℝ} (hs : 0 < s) (he : 0 < e) (hq : 1 < q) :
    (0 < secondVirial β (squareWell s e q) ↔ β < boyleBeta e q) ∧
      (secondVirial β (squareWell s e q) < 0 ↔ boyleBeta e q < β) := by
  have hx : 1 < q ^ 3 := one_lt_pow₀ hq (by norm_num)
  have hd : 0 < q ^ 3 - 1 := by linarith
  have hK : 0 < 2 * π * s ^ 3 / 3 * (q ^ 3 - 1) := by positivity
  -- the exponential preserves order, and so does multiplication by the well depth
  have key : ∀ a b : ℝ, 0 < 2 * π * s ^ 3 / 3 * (q ^ 3 - 1) *
      (Real.exp (b * e) - Real.exp (a * e)) ↔ a < b := by
    intro a b
    rw [mul_pos_iff_of_pos_left hK, sub_pos, Real.exp_lt_exp]
    exact ⟨fun h => lt_of_mul_lt_mul_right h he.le, fun h => mul_lt_mul_of_pos_right h he⟩
  rw [secondVirial_factored β hs he hq]
  refine ⟨key _ _, ?_⟩
  rw [← neg_pos, ← mul_neg, neg_sub]
  exact key _ _

/-- For `x > 1`, the logarithm of `x/(x-1)` lies strictly between `1/x` and `1/(x-1)`. -/
lemma log_ratio_bounds {x : ℝ} (hx : 1 < x) :
    1 / x < Real.log (x / (x - 1)) ∧ Real.log (x / (x - 1)) < 1 / (x - 1) := by
  have h0 : 0 < x := by linarith
  have hd : 0 < x - 1 := by linarith
  have e1 : x / (x - 1) - 1 = 1 / (x - 1) := by
    rw [eq_div_iff hd.ne', sub_mul, div_mul_cancel₀ _ hd.ne']
    ring
  have e2 : (x - 1) / x - 1 = -(1 / x) := by
    rw [sub_div, div_self h0.ne']
    ring
  have p1 : 0 < 1 / (x - 1) := by positivity
  have p2 : 0 < 1 / x := by positivity
  have l1 := Real.log_lt_sub_one_of_pos (div_pos h0 hd) (fun h => by linarith)
  have l2 := Real.log_lt_sub_one_of_pos (div_pos hd h0) (fun h => by linarith)
  have e3 : Real.log (x / (x - 1)) = -Real.log ((x - 1) / x) := by
    rw [← Real.log_inv, inv_div]
  constructor <;> linarith

/-- The second virial coefficient of the square well vanishes at exactly one positive inverse
temperature, `log (q³/(q³ - 1)) / e`. -/
theorem boyle_unique {s e q : ℝ} (hs : 0 < s) (he : 0 < e) (hq : 1 < q) :
    {β : ℝ | 0 < β ∧ secondVirial β (squareWell s e q) = 0} =
      {Real.log (q ^ 3 / (q ^ 3 - 1)) / e} := by
  change _ = {boyleBeta e q}
  have hx : 1 < q ^ 3 := one_lt_pow₀ hq (by norm_num)
  ext β
  simp only [Set.mem_ofPred_eq, mem_singleton_iff]
  constructor
  · rintro ⟨_, h0⟩
    have hsign := secondVirial_sign β hs he hq
    exact le_antisymm (not_lt.mp fun h => (hsign.2.mpr h).ne h0)
      (not_lt.mp fun h => (hsign.1.mpr h).ne' h0)
  · intro h
    rw [h]
    refine ⟨div_pos (lt_trans (by positivity) (log_ratio_bounds hx).1) he, ?_⟩
    rw [secondVirial_factored _ hs he hq, sub_self, mul_zero]

/-- The thermal energy at the Boyle point lies strictly between `e (q³ - 1)` and `e q³`. -/
theorem boyle_energy_bounds {e q : ℝ} (he : 0 < e) (hq : 1 < q) :
    e * (q ^ 3 - 1) < 1 / boyleBeta e q ∧ 1 / boyleBeta e q < e * q ^ 3 := by
  have hx : 1 < q ^ 3 := one_lt_pow₀ hq (by norm_num)
  have h0 : 0 < q ^ 3 := by linarith
  have hd : 0 < q ^ 3 - 1 := by linarith
  obtain ⟨h1, h2⟩ := log_ratio_bounds hx
  have hL : 0 < Real.log (q ^ 3 / (q ^ 3 - 1)) := lt_trans (by positivity) h1
  rw [div_lt_iff₀ h0] at h1
  rw [lt_div_iff₀ hd] at h2
  rw [boyleBeta, one_div_div, lt_div_iff₀ hL, div_lt_iff₀ hL]
  constructor
  · linarith [mul_lt_mul_of_pos_left h2 he]
  · linarith [mul_lt_mul_of_pos_left h1 he]

end

end SquareWellBoyle
```

```lean
#print axioms SquareWellBoyle.squareWell_integrable
-- 'SquareWellBoyle.squareWell_integrable' depends on axioms: [propext, Classical.choice, Quot.sound]
#print axioms SquareWellBoyle.secondVirial_squareWell
-- 'SquareWellBoyle.secondVirial_squareWell' depends on axioms: [propext, Classical.choice, Quot.sound]
#print axioms SquareWellBoyle.boyle_unique
-- 'SquareWellBoyle.boyle_unique' depends on axioms: [propext, Classical.choice, Quot.sound]
#print axioms SquareWellBoyle.boyle_energy_bounds
-- 'SquareWellBoyle.boyle_energy_bounds' depends on axioms: [propext, Classical.choice, Quot.sound]
```

## From cut-off integrals to the closed form

`mayer_top` and `mayer_coe` evaluate the Mayer function at an infinite and at a real energy. `cutoff_integral` proves both that $r^2\chi_a$ is integrable and that its integral is $a^3/3$. Integrability comes from continuity of $r^2$ on the closed interval $[0,a]$; the value comes from turning the integral into an ordinary one from $0$ to $a$ and applying `integral_pow`.

`mayer_squareWell` is the decomposition into two cut-off functions. Its two `by_cases` steps separate core, well and exterior, and `ring` checks the algebra in each region. The assumption $q > 1$ enters through $s < qs$, which places the core inside the outer cut-off.

`squareWell_integrable` then follows, since a difference of multiples of integrable functions is integrable. `secondVirial_squareWell` splits the integral in the same way, inserts the two values and finishes with `ring`.

## From the factored form to uniqueness

`secondVirial_factored` first shows that $e^{\beta_B e} = q^3/(q^3-1)$. The `linear_combination` step then does the algebra that led to the factored form.

In `secondVirial_sign`, the auxiliary statement `key` says that the positive prefactor times $e^{be} - e^{ae}$ is positive exactly when $a < b$. With $a = \beta$ and $b = \beta_B$ it gives the first equivalence. The second follows by changing the sign of the coefficient and exchanging the two roles.

`log_ratio_bounds` applies the logarithm inequality at the two reciprocal arguments used above. `boyle_unique` proves the set equality in both directions. If the coefficient vanishes at $\beta$, the sign theorem excludes $\beta < \beta_B$ and $\beta > \beta_B$, and `le_antisymm` gives equality. Conversely, the lower logarithm bound shows $\beta_B > 0$, and the factored form vanishes there. `boyle_energy_bounds` clears the denominators in the logarithm bounds and multiplies by the positive depth $e$.
